# A lower bound on interacting energies from the spectral gap at weak coupling

Once the first-order energy of interacting electrons has been computed from a non-interacting ground state, one can ask for a limit on how far below it the exact energy can lie. The theorem `eigenvalue_lower_bound` gives such a limit from the spectral gap and the variance of the interaction, provided that the interaction is positive semidefinite, that the coupling strength is non-negative, and that the coupling strength times the mean interaction is smaller than the gap.

```lean
import Mathlib

open ComplexConjugate

namespace SpectralGapCorrelation

noncomputable section

variable {V : Type*} [NormedAddCommGroup V] [InnerProductSpace ℂ V]

/-- The real part of `⟨x, A x⟩`; for a symmetric operator and a unit vector this is the
expectation value of `A` in the state `x`. -/
def mean (A : V →ₗ[ℂ] V) (x : V) : ℝ := (inner ℂ x (A x)).re

/-- The quantity `‖A u‖² - ⟨u, A u⟩²`, the variance of a symmetric operator `A` in a
unit vector `u`. -/
def variance (A : V →ₗ[ℂ] V) (u : V) : ℝ := ‖A u‖ ^ 2 - mean A u ^ 2

/-- The Hamiltonian `T + s W` with interaction `W` at coupling strength `s`. -/
def hamiltonian (T W : V →ₗ[ℂ] V) (s : ℝ) : V →ₗ[ℂ] V := T + (s : ℂ) • W

/-- The unit vector `u` is an eigenvector of the symmetric operator `T` with energy `e`, and
on vectors `y` orthogonal to `u` the form of `T` is at least `(e + g) ‖y‖²`. -/
structure GappedState (T : V →ₗ[ℂ] V) (u : V) (e g : ℝ) : Prop where
  symm : T.IsSymmetric
  norm_one : ‖u‖ = 1
  eigen : T u = (e : ℂ) • u
  gap : ∀ y, inner ℂ u y = 0 → (e + g) * ‖y‖ ^ 2 ≤ mean T y

/-- For a symmetric operator `W` and a unit vector `u`, the variance is the squared norm of
the residual `W u - ⟨u, W u⟩ u`. -/
theorem residual_sq {W : V →ₗ[ℂ] V} (hW : W.IsSymmetric) {u : V} (hu : ‖u‖ = 1) :
    ‖W u - (mean W u : ℂ) • u‖ ^ 2 = variance W u := by
  have h := norm_sub_sq (𝕜 := ℂ) (W u) ((mean W u : ℂ) • u)
  have hs : (inner ℂ (W u) u).re = mean W u := by rw [hW u u]; rfl
  rw [inner_smul_right, norm_smul, hu, Complex.norm_real, Real.norm_eq_abs, mul_one,
    sq_abs] at h
  simp only [RCLike.re_to_complex, Complex.re_ofReal_mul, hs] at h
  rw [h, variance]
  ring

/-- A symmetric `W` couples `u` to an orthogonal vector `y` with strength at most the norm of
the residual times the norm of `y`. -/
theorem coupling_le {W : V →ₗ[ℂ] V} (hW : W.IsSymmetric) {u y : V}
    (hy : inner ℂ u y = 0) :
    ‖inner ℂ u (W y)‖ ≤ ‖W u - (mean W u : ℂ) • u‖ * ‖y‖ := by
  have h : inner ℂ u (W y) = inner ℂ (W u - (mean W u : ℂ) • u) y := by
    rw [inner_sub_left, inner_smul_left, hy, mul_zero, sub_zero, hW u y]
  rw [h]
  exact norm_inner_le_norm _ _

/-- The quadratic form of a symmetric operator on `a u + y` is the sum of two diagonal terms
and an interference term. -/
theorem mean_add {A : V →ₗ[ℂ] V} (hA : A.IsSymmetric) (a : ℂ) (u y : V) :
    mean A (a • u + y) =
      ‖a‖ ^ 2 * mean A u + 2 * (conj a * inner ℂ u (A y)).re + mean A y := by
  have h : inner ℂ y (A u) = conj (inner ℂ u (A y)) := by
    rw [← hA u y, inner_conj_symm]
  simp only [mean, map_add, map_smul, inner_add_left, inner_add_right, inner_smul_left,
    inner_smul_right, h, Complex.sq_norm, Complex.normSq_apply, Complex.add_re,
    Complex.add_im, Complex.mul_re, Complex.mul_im, Complex.conj_re, Complex.conj_im]
  ring

/-- The real part of the quadratic form of `T + s W` is that of `T` plus `s` times that of `W`. -/
theorem mean_hamiltonian (T W : V →ₗ[ℂ] V) (s : ℝ) (x : V) :
    mean (hamiltonian T W s) x = mean T x + s * mean W x := by
  simp only [mean, hamiltonian, LinearMap.add_apply, LinearMap.smul_apply, inner_add_right,
    inner_smul_right, Complex.add_re, Complex.re_ofReal_mul]

/-- In a gapped state `u` of `T`, the form of `T` has the value `e`. -/
theorem GappedState.mean_eq {T : V →ₗ[ℂ] V} {u : V} {e g : ℝ} (h : GappedState T u e g) :
    mean T u = e := by
  rw [mean, h.eigen, inner_smul_right, inner_self_eq_norm_sq_to_K, h.norm_one]
  simp

/-- For a gapped state `u` of `T`, symmetric positive `W`, `s ≥ 0` and `s w < g` with
`w = ⟨u, W u⟩`, the form of `T + s W` is at least `e + s w - s² Var(W) / (g - s w)`
times `‖x‖²`. -/
theorem form_lower_bound {T W : V →ₗ[ℂ] V} {u : V} {e g s : ℝ} (h : GappedState T u e g)
    (hW : W.IsSymmetric) (hpos : ∀ x, 0 ≤ mean W x) (hs : 0 ≤ s)
    (hg : s * mean W u < g) (x : V) :
    (e + s * mean W u - s ^ 2 * variance W u / (g - s * mean W u)) * ‖x‖ ^ 2
      ≤ mean (hamiltonian T W s) x := by
  -- split the state into its component along `u` and an orthogonal rest
  obtain ⟨a, y, hy, rfl⟩ : ∃ (a : ℂ) (y : V), inner ℂ u y = 0 ∧ x = a • u + y := by
    refine ⟨inner ℂ u x, x - (inner ℂ u x : ℂ) • u, ?_, by abel⟩
    rw [inner_sub_right, inner_smul_right, inner_self_eq_norm_sq_to_K, h.norm_one]
    simp
  have hn : ‖a • u + y‖ ^ 2 = ‖a‖ ^ 2 + ‖y‖ ^ 2 := by
    rw [norm_add_sq (𝕜 := ℂ), inner_smul_left, hy, norm_smul, h.norm_one]
    simp
  have hTy : inner ℂ u (T y) = 0 := by
    rw [← h.symm u y, h.eigen, inner_smul_left, hy, mul_zero]
  rw [mean_hamiltonian, mean_add h.symm, mean_add hW, hTy, h.mean_eq, hn, mul_zero,
    Complex.zero_re, ← residual_sq hW h.norm_one]
  have hc := coupling_le hW hy
  have hgap := h.gap y hy
  have hr : -(‖a‖ * ‖inner ℂ u (W y)‖) ≤ (conj a * inner ℂ u (W y)).re := by
    have h1 := Complex.abs_re_le_norm (conj a * inner ℂ u (W y))
    rw [norm_mul, Complex.norm_conj] at h1
    exact (abs_le.mp h1).1
  have hD : 0 < g - s * mean W u := sub_pos.mpr hg
  generalize ‖W u - (mean W u : ℂ) • u‖ = ρ at *
  have hm : 0 ≤ s * mean W y := mul_nonneg hs (hpos y)
  have hi : 0 ≤ s * ((conj a * inner ℂ u (W y)).re + ‖a‖ * (ρ * ‖y‖)) := by
    have h2 := mul_le_mul_of_nonneg_left hc (norm_nonneg a)
    exact mul_nonneg hs (by linarith)
  -- complete the square in the two amplitudes
  have key : ∀ D : ℝ, 0 < D →
      0 ≤ D * ‖y‖ ^ 2 - 2 * s * ρ * ‖a‖ * ‖y‖ + s ^ 2 * ρ ^ 2 / D * ‖a‖ ^ 2 := by
    intro D hD
    have h3 : D * ‖y‖ ^ 2 - 2 * s * ρ * ‖a‖ * ‖y‖ + s ^ 2 * ρ ^ 2 / D * ‖a‖ ^ 2
        = (D * ‖y‖ - s * ρ * ‖a‖) ^ 2 / D := by
      field_simp
      ring
    rw [h3]
    positivity
  have hk := key _ hD
  have hB : 0 ≤ s ^ 2 * ρ ^ 2 / (g - s * mean W u) * ‖y‖ ^ 2 := by positivity
  generalize s ^ 2 * ρ ^ 2 / (g - s * mean W u) = B at *
  linarith

/-- Correlation bound from the spectral gap: for a gapped state `u` of `T`, symmetric positive
`W`, `s ≥ 0` and `s w < g` with `w = ⟨u, W u⟩`, every eigenvalue of `T + s W` is at least
`e + s w - s² (‖W u‖² - w²) / (g - s w)`. -/
theorem eigenvalue_lower_bound {T W : V →ₗ[ℂ] V} {u : V} {e g s E : ℝ}
    (h : GappedState T u e g) (hW : W.IsSymmetric) (hpos : ∀ x, 0 ≤ mean W x)
    (hs : 0 ≤ s) (hg : s * mean W u < g)
    (hE : Module.End.HasEigenvalue (hamiltonian T W s) (E : ℂ)) :
    e + s * mean W u - s ^ 2 * (‖W u‖ ^ 2 - mean W u ^ 2) / (g - s * mean W u) ≤ E := by
  obtain ⟨x, hx⟩ := hE.exists_hasEigenvector
  have hb := form_lower_bound h hW hpos hs hg x
  have hm : mean (hamiltonian T W s) x = E * ‖x‖ ^ 2 := by
    rw [mean, hx.apply_eq_smul, inner_smul_right, Complex.re_ofReal_mul]
    congr 1
    exact inner_self_eq_norm_sq (𝕜 := ℂ) x
  rw [hm] at hb
  have hx0 : 0 < ‖x‖ := norm_pos_iff.mpr hx.2
  exact le_of_mul_le_mul_right hb (by positivity)

/-- The two-level operator with real symmetric matrix `(a, b; b, d)`. -/
def twoLevel (a b d : ℝ) : EuclideanSpace ℂ (Fin 2) →ₗ[ℂ] EuclideanSpace ℂ (Fin 2) where
  toFun x := !₂[(a : ℂ) * x 0 + b * x 1, (b : ℂ) * x 0 + d * x 1]
  map_add' x y := by ext i; fin_cases i <;> simp <;> ring
  map_smul' c x := by ext i; fin_cases i <;> simp <;> ring

/-- In the two-level model `T = (0, 0; 0, g)`, `W = (1, 1; 1, 1)`, `u = (1, 0)`, for every real `g`,
the vector `u` satisfies `GappedState` with `e = 0` and gap parameter `g`, and `W` is symmetric and
positive semidefinite, with mean and variance in `u` equal to one. -/
theorem twoLevel_witness (g : ℝ) :
    GappedState (twoLevel 0 0 g) !₂[1, 0] 0 g ∧ (twoLevel 1 1 1).IsSymmetric ∧
      (∀ x, 0 ≤ mean (twoLevel 1 1 1) x) ∧ mean (twoLevel 1 1 1) !₂[1, 0] = 1 ∧
      variance (twoLevel 1 1 1) !₂[1, 0] = 1 := by
  have hsymm : ∀ a b d : ℝ, (twoLevel a b d).IsSymmetric := by
    intro a b d x y
    simp [twoLevel, PiLp.inner_apply, Fin.sum_univ_two]
    ring
  have hmean : mean (twoLevel 1 1 1) !₂[1, 0] = 1 := by
    simp [mean, twoLevel, PiLp.inner_apply, Fin.sum_univ_two]
  refine ⟨⟨hsymm _ _ _, ?_, ?_, ?_⟩, hsymm _ _ _, ?_, hmean, ?_⟩
  · simp [EuclideanSpace.norm_eq, Fin.sum_univ_two]
  · ext i
    fin_cases i <;> simp [twoLevel]
  · intro y hy
    have hy0 : y 0 = 0 := by
      simpa [PiLp.inner_apply, Fin.sum_univ_two] using hy
    apply le_of_eq
    simp [mean, twoLevel, PiLp.inner_apply, Fin.sum_univ_two, EuclideanSpace.norm_sq_eq,
      hy0, Complex.sq_norm, Complex.normSq_apply]
    ring
  · intro x
    simp [mean, twoLevel, PiLp.inner_apply, Fin.sum_univ_two]
    nlinarith [sq_nonneg ((x 0).re + (x 1).re), sq_nonneg ((x 0).im + (x 1).im)]
  · rw [variance, hmean, EuclideanSpace.norm_sq_eq]
    simp [twoLevel, Fin.sum_univ_two]

end

end SpectralGapCorrelation
```

```lean
#print axioms SpectralGapCorrelation.eigenvalue_lower_bound
```

```
'SpectralGapCorrelation.eigenvalue_lower_bound' depends on axioms: [propext, Classical.choice, Quot.sound]
```

## The bound in words

Let $T$ be the Hamiltonian without interaction, $W$ the interaction and $s\ge 0$ its strength. The unit vector $u$ satisfies $Tu=eu$, and $g$ is a number such that

$$\langle y,Ty\rangle\ge(e+g)\|y\|^2\qquad\text{whenever }\langle u,y\rangle=0 .$$

Write $w=\langle u,Wu\rangle$ for the mean interaction in $u$ and $v=\|Wu\|^2-w^2$ for its variance. If $W$ is symmetric and positive semidefinite and $sw<g$, then every eigenvalue $E$ of $T+sW$ obeys

$$E\ \ge\ e+sw-\frac{s^2v}{g-sw}.$$

In Lean, `V` is a complex inner product space of any dimension, and `T` and `W` are linear maps from `V` to itself. Hermitian matrices are the finite-dimensional case. The structure `GappedState T u e g` collects the symmetry of `T`, the normalisation of `u`, the eigenvalue equation and the gap condition. The hypotheses `hW` and `hpos` say that `W` is symmetric and positive semidefinite.

The name `mean` needs some care. For a symmetric operator, `mean A x` is the quadratic form $\langle x,Ax\rangle$, without division by $\|x\|^2$. It is the expectation value when $x$ is a unit vector; otherwise the expectation value is `mean A x` divided by $\|x\|^2$. Likewise, `variance W u` is the quantum-mechanical variance because $W$ is symmetric and $u$ is normalised.

The energy `E` is declared real, which loses nothing, since a symmetric operator has only real eigenvalues. Positivity of `g` is not a separate hypothesis: $s\ge0$ and $w\ge0$ give $0\le sw<g$. The number `g` may be any valid lower estimate of the gap, not necessarily its exact value.

## Electrons in a finite basis

For electrons, the letter $T$ stands for the whole one-body Hamiltonian, including the attraction to the nuclei, and not for the kinetic energy alone. The operator $W$ is the electron repulsion, which is positive, and $u$ is the non-degenerate ground state of $T$, a Slater determinant. The gap condition says that every state orthogonal to this determinant costs at least $g$ in one-body energy. At $s=1$ the repulsion has its full strength.

In a full configuration interaction calculation in a finite basis, the theorem limits how far the lowest energy can lie below the first-order value $e+sw$, as long as $sw<g$. This reference is the expectation value of $T+sW$ in the non-interacting determinant, not the Hartree–Fock energy, so the difference contains orbital relaxation as well as the usual correlation energy. The variational principle places the lowest eigenvalue at or below $e+sw$, so the theorem supplies the opposite limit.

The condition $sw<g$ is restrictive, because $w$ is the total mean repulsion and collects a contribution from every pair of electrons. It also ensures that the first-order energy $e+sw$ stays below $e+g$, the least one-body energy allowed for states orthogonal to $u$.

One step from this model towards a real system is the passage from the finite basis to the continuum. There the Hamiltonian is an unbounded operator defined only on a domain, whereas `T` and `W` act on every vector of `V`.

## Why the energy cannot fall further

Define the residual $r=Wu-wu$, the part of $Wu$ that leaves the direction of $u$. Since $\|u\|=1$ and $\langle Wu,u\rangle=w$,

$$\|r\|^2=\|Wu\|^2-2w^2+w^2=v .$$

For $y$ orthogonal to $u$, the symmetry of $W$ gives

$$\langle u,Wy\rangle=\langle Wu,y\rangle=\langle r,y\rangle+w\langle u,y\rangle=\langle r,y\rangle .$$

With $\rho=\|r\|=\sqrt v$, the Cauchy–Schwarz inequality yields $|\langle u,Wy\rangle|\le\rho\|y\|$.

Now split an arbitrary vector as $x=au+y$, with $a=\langle u,x\rangle$ and $y$ orthogonal to $u$, so that $\|x\|^2=|a|^2+\|y\|^2$. The operator $T$ does not couple the two parts, because $\langle u,Ty\rangle=\langle Tu,y\rangle=e\langle u,y\rangle=0$. Hence

$$\langle x,(T+sW)x\rangle=(e+sw)|a|^2+\langle y,Ty\rangle+2s\,\mathrm{Re}\big(\bar a\langle u,Wy\rangle\big)+s\langle y,Wy\rangle .$$

The last term is non-negative and may be dropped. The gap condition bounds the second term and the coupling estimate bounds the third. With $D=g-sw>0$, so that $e+g=(e+sw)+D$, this gives

$$\langle x,(T+sW)x\rangle\ \ge\ (e+sw)\|x\|^2+D\|y\|^2-2s\rho|a|\,\|y\| .$$

Completing the square,

$$D\|y\|^2-2s\rho|a|\,\|y\|=\frac{(D\|y\|-s\rho|a|)^2}{D}-\frac{s^2v}{D}|a|^2\ \ge\ -\frac{s^2v}{D}|a|^2\ \ge\ -\frac{s^2v}{D}\|x\|^2 .$$

The final inequality uses $|a|^2\le\|x\|^2$. Together these estimates give

$$\langle x,(T+sW)x\rangle\ \ge\ \Big(e+sw-\frac{s^2v}{D}\Big)\|x\|^2 .$$

If $x$ is an eigenvector with eigenvalue $E$, the left side equals $E\|x\|^2$. Division by $\|x\|^2>0$ gives the bound.

## From the residual to the eigenvalue in Lean

The lemma `residual_sq` proves $\|r\|^2=v$ by expanding the squared norm of a difference. Next, `coupling_le` rewrites $\langle u,Wy\rangle$ as $\langle r,y\rangle$ and applies Cauchy–Schwarz. The expansion of the quadratic form on $au+y$ is `mean_add`, `mean_hamiltonian` separates the contributions of $T$ and $sW$, and `GappedState.mean_eq` evaluates $\langle u,Tu\rangle=e$.

These results meet in `form_lower_bound`. Its first `obtain` splits $x$, `hn` is the Pythagorean identity, and `hTy` removes the coupling through $T$. The real part of the interference term is bounded from below in `hr`, and `hi` combines this with the coupling estimate. The non-negative term $s\langle y,Wy\rangle$ is `hm`.

The local statement `key` completes the square for any positive $D$: `field_simp` and `ring` verify the identity, and `positivity` gives the sign. The fact `hB`, that $s^2\rho^2\|y\|^2/D\ge0$, accounts for replacing $|a|^2$ by $\|x\|^2$. The closing `linarith` adds up the inequalities.

Finally, `eigenvalue_lower_bound` takes an eigenvector from the eigenvalue hypothesis, evaluates the quadratic form as $E\|x\|^2$ and cancels the positive factor.

## Two levels at weak coupling

The theorem `twoLevel_witness` provides an example with non-zero variance:

$$T=\begin{pmatrix}0&0\\0&g\end{pmatrix},\qquad W=\begin{pmatrix}1&1\\1&1\end{pmatrix},\qquad u=\begin{pmatrix}1\\0\end{pmatrix}.$$

It checks that $u$ is a gapped state with $e=0$, that $W$ is symmetric and positive, and that $w=v=1$. Positivity holds because $\langle x,Wx\rangle=|x_0+x_1|^2$. For $0\le s<g$ the main theorem therefore applies and gives $E\ge s-s^2/(g-s)$.

Diagonalising the matrix $T+sW$ gives its lower eigenvalue, which for fixed $g>0$ and small $s$ is

$$E_0=s+\frac{g-\sqrt{g^2+4s^2}}{2}=s-\frac{s^2}{g}+O(s^4).$$

The bound has the expansion $s-s^2/g+O(s^3)$. The two agree through second order, so the model attains the leading correction $-s^2v/g$. This expansion, like the variational upper limit above, is an ordinary calculation added to the formal proof.
